# The Dirac matrix β commutes with Σ·L and anticommutes with α·p

The theorem `beta_relations` says that the Dirac matrix β commutes with the spin-orbit operator Σ·L, where L = x × p, and anticommutes with α·p. It is stated for elements of an arbitrary complex algebra: three positions and three commuting momenta obey the Heisenberg relations with ħ = 1, and all of them commute with the Dirac matrices, which square to one and anticommute with each other. No Hamiltonian enters. For the first claim, the attempt shows that β commutes with every product of two α matrices and with each component of L, then combines these facts over the sum that defines Σ·L. The second claim is proved term by term.

The failing Lean file:

```lean
import Mathlib

open Complex (I)

namespace BetaRelations

noncomputable section

variable {A : Type*} [Ring A] [Algebra ℂ A]

/-- Scalar product of two operator triples, in the order written. -/
def dot (a b : Fin 3 → A) : A := ∑ k, a k * b k

/-- Vector product of two operator triples, with cyclic indices and the order of factors kept. -/
def cross (a b : Fin 3 → A) (k : Fin 3) : A := a (k + 1) * b (k + 2) - a (k + 2) * b (k + 1)

-- Multiplication by `x_k`, the operators `-i ∂_k` and the 4 × 4 Dirac matrices, acting on
-- polynomial spinors, are an instance of these relations; it is not constructed here.
/-- Positions and commuting momenta with the Heisenberg relations (`ħ = 1`), all of which
commute with the anticommuting involutions `α₁, α₂, α₃, β`. -/
structure Relations (x p α : Fin 3 → A) (β : A) : Prop where
  pp : ∀ i j, p i * p j = p j * p i
  xp_self : ∀ i, x i * p i - p i * x i = I • (1 : A)
  xp_ne : ∀ i j, i ≠ j → x i * p j = p j * x i
  α_sq : ∀ i, α i * α i = 1
  α_anti : ∀ i j, i ≠ j → α i * α j = -(α j * α i)
  β_sq : β * β = 1
  β_anti : ∀ i, β * α i = -(α i * β)
  xα : ∀ i j, Commute (x i) (α j)
  pα : ∀ i j, Commute (p i) (α j)
  xβ : ∀ i, Commute (x i) β
  pβ : ∀ i, Commute (p i) β

/-- The spin matrices `Σ_k = -i α_i α_j`, with `i, j, k` cyclic. -/
def spin (α : Fin 3 → A) (k : Fin 3) : A := -(I • (α (k + 1) * α (k + 2)))

/-- The spin-orbit operator `Σ·L` with `L = x × p`. -/
def spinOrbit (x p α : Fin 3 → A) : A := dot (spin α) (cross x p)

variable {x p α : Fin 3 → A} {β : A}

/-- The matrix `β` commutes with `Σ·L` and anticommutes with `α·p`. -/
theorem beta_relations (h : Relations x p α β) :
    Commute β (spinOrbit x p α) ∧ dot α p * β = -(β * dot α p) := by
  constructor
  · have b2 : ∀ i j, Commute β (α i * α j) := fun i j => by
      change β * (α i * α j) = α i * α j * β
      rw [← mul_assoc, h.β_anti, neg_mul, mul_assoc (α i) β, h.β_anti, mul_neg, neg_neg,
        ← mul_assoc]
    have bL : ∀ k, Commute β (cross x p k) := fun k =>
      ((h.xβ _).symm.mul_right (h.pβ _).symm).sub_right ((h.xβ _).symm.mul_right (h.pβ _).symm)
    exact Commute.sum_right _ _ _ fun k _ => ((b2 _ _).smul_right I).neg_right.mul_right (bL k)
  · simp only [dot, Finset.mul_sum, Finset.sum_mul, ← Finset.sum_neg_distrib]
    refine Finset.sum_congr rfl fun k _ => ?_
    rw [← mul_assoc β, h.β_anti, neg_mul, neg_neg, mul_assoc, mul_assoc, (h.pβ k).eq]

end

end BetaRelations
```

Lean reports:

```
Main.lean:52:4: error: Type mismatch
  Commute.sum_right ?m.193 (fun k => -(I • (α (?m.221 k) * α (?m.222 k))) * cross x p k) β fun k x_1 =>
    Commute.mul_right (Commute.neg_right (Commute.smul_right (b2 (?m.221 k) (?m.222 k)) I)) (bL k)
has type
  Commute β (∑ i ∈ ?m.193, -(I • (α (?m.221 i) * α (?m.222 i))) * cross x p i)
but is expected to have type
  Commute β (spinOrbit x p α)
```

Diagnosis. The error concerns only the first claim. `Commute.sum_right` proves that β commutes with a sum, but the goal names the operator `spinOrbit x p α`. To match the two, Lean had to unfold `spinOrbit`, `dot` and `spin`, and also work out the range of the sum and the two α indices, which the proof had left as `_`. In the message these are still unknown, as `?m.193`, `?m.221` and `?m.222`. The match failed; the message does not say at which step.

The repair leaves Lean none of this to work out in a single match. The new fact `bS` says that β commutes with `spin α k`, and its proof gives the indices explicitly as `k + 1` and `k + 2`. Then `rw [spinOrbit, dot]` turns the goal into a visible sum of products `spin α k * cross x p k`. The final `exact` combines `bS k` with `bL k`, which has just the form of each term, and the range can be read off the goal.

After these edits no error is left:

```diff
@@ -50,5 +50,8 @@
     have bL : ∀ k, Commute β (cross x p k) := fun k =>
       ((h.xβ _).symm.mul_right (h.pβ _).symm).sub_right ((h.xβ _).symm.mul_right (h.pβ _).symm)
-    exact Commute.sum_right _ _ _ fun k _ => ((b2 _ _).smul_right I).neg_right.mul_right (bL k)
+    have bS : ∀ k, Commute β (spin α k) := fun k =>
+      ((b2 (k + 1) (k + 2)).smul_right I).neg_right
+    rw [spinOrbit, dot]
+    exact Commute.sum_right _ _ _ fun k _ => (bS k).mul_right (bL k)
   · simp only [dot, Finset.mul_sum, Finset.sum_mul, ← Finset.sum_neg_distrib]
     refine Finset.sum_congr rfl fun k _ => ?_
```
